# For fixed levels, a whole number of electrons and spin constant W ≤ 0, some lowest-energy filling has only occupations 0 and 1

## Could a fractional filling lie below every integer filling?

If the minimum sat at fractional occupations, my search for the ground state would return an energy that is too high, and nothing in its output would show it. I have n spatial levels e_i, each open to both spins, and N electrons. The energy is the sum of the occupied levels plus W p²/2, where p is the number of up electrons minus the number of down electrons and W ≤ 0. I compare all fillings with occupations 0 or 1 and keep the lowest. But the energy formula also accepts occupations anywhere between 0 and 1. Near a crossing of two spin states, couldn't a fractional filling go lower than both?

## For W ≤ 0, charge can move without raising the energy until the occupations are whole

No. For W ≤ 0 the lowest integer filling is also the lowest of all fillings with the same N.

Write x = (i, σ) for a spin orbital, f_x for its occupation, e_x for the energy of its spatial level, and s_x = +1 for spin up, −1 for spin down. Then

p = Σ_x s_x f_x

E = Σ_x e_x f_x + W p²/2

The constant W stands for exchange: when it is negative, the spin term W p²/2 falls as spins align.

Move a charge t from spin orbital b to spin orbital a. With Δs = s_a − s_b, the net spin becomes p + t Δs, and expanding the square gives

E(t) = E(0) + t L + W (t Δs)²/2

L = e_a − e_b + W p Δs

The quadratic term is never positive. Exchanging a and b reverses the sign of L, so one of the two directions has L ≤ 0, and moving charge that way cannot raise the energy.

This needs two fractional occupations, and a fractional one never comes alone. If f_a were the only one, the other orbitals would hold a whole number k of electrons, and N = k + f_a would lie strictly between k and k + 1.

Now take

t = min(1 − f_a, f_b)

All occupations stay between 0 and 1, the total is unchanged, and either a becomes full or b becomes empty. The number of fractional occupations has dropped. Repeating this ends at an integer filling whose energy is no higher than the starting one. There are finitely many integer fillings, and at least one because N ≤ 2n, so the lowest of them lies at or below every admissible filling.

**Two levels, two electrons.** Take e_0 = 0, e_1 = 0.3, W = −0.2 in any energy unit. The closed shell has p = 0 and E = 0. Two parallel spins give p = 2 and E = 0.3 − 0.4 = −0.1. The filling whose occupations are the averages of those in the closed shell and the up-up state has f_0↑ = 1, f_0↓ = f_1↑ = 1/2, f_1↓ = 0, so p = 1 and

E = 0.15 − 0.1 = 0.05

which is above both. This is the energy formula at averaged occupations; an equal statistical mixture of the two states would have their average energy, −0.05. Moving t = 1/2 from (0, ↓) to (1, ↑) has L = 0.3 − 0.4 = −0.1 and gives

E = 0.05 − 0.05 − 0.1 = −0.1

**A positive W.** With one level, one electron and W > 0, either integer filling has p = ±1 and energy e_0 + W/2. Half an electron in each spin has p = 0 and energy e_0, which is strictly lower. Your search would miss it.

In the Lean file, occupations are functions `f : Fin n × Bool → ℝ`, where `true` means spin up and levels are numbered from 0. `netSpin` counts electrons, so one unpaired electron gives ±1, not ±1/2. `energy e W f` is E with its factor 1/2, `Admissible N f` combines the bounds with the total N, and `IntegerOccupied f` says that every occupation is 0 or 1. N is a natural number, which is how the integer electron count enters.

The main theorem, `exists_integer_minimizer`, says that for `W ≤ 0` and `N ≤ 2 * n` there is an admissible, integer-occupied `g` whose energy is at most that of every admissible `f`. The levels may be degenerate, and the minimiser need not be unique.

For density-functional tight binding, this justifies comparing only integer fillings in a model whose levels are fixed and whose spin term has one constant W ≤ 0 and one total net spin. The model leaves out charge self-consistency, spin populations resolved by atom or shell, and electronic temperature, whose entropy term favours fractional occupations.

```lean
import Mathlib

open Finset

namespace SpinPolarizedTightBinding

noncomputable section

variable {n N : ℕ}

/-- The sign with which a spin orbital enters the net spin: `+1` for up (`true`), `-1` for down. -/
def spinSign : Bool → ℝ
  | true => 1
  | false => -1

/-- Net spin: the number of up electrons minus the number of down electrons. -/
def netSpin (f : Fin n × Bool → ℝ) : ℝ := ∑ i, (f (i, true) - f (i, false))

/-- Band energy of the occupied levels plus the spin-polarisation energy `W p ^ 2 / 2`. -/
def energy (e : Fin n → ℝ) (W : ℝ) (f : Fin n × Bool → ℝ) : ℝ :=
  ∑ i, e i * (f (i, true) + f (i, false)) + W * netSpin f ^ 2 / 2

/-- Occupations between 0 and 1 that hold `N` electrons in total. -/
def Admissible (N : ℕ) (f : Fin n × Bool → ℝ) : Prop :=
  (∀ x, 0 ≤ f x ∧ f x ≤ 1) ∧ ∑ x, f x = N

/-- Every spin orbital is either empty or filled. -/
def IntegerOccupied (f : Fin n × Bool → ℝ) : Prop := ∀ x, f x = 0 ∨ f x = 1

/-- The occupations after a charge `t` has moved from spin orbital `b` to spin orbital `a`. -/
def transfer (f : Fin n × Bool → ℝ) (a b : Fin n × Bool) (t : ℝ) (x : Fin n × Bool) : ℝ :=
  f x + t * ((if x = a then 1 else 0) - (if x = b then 1 else 0))

/-- A charge transfer changes any weighted sum of occupations by the charge times the
difference of the two weights. -/
theorem sum_transfer (w f : Fin n × Bool → ℝ) (a b : Fin n × Bool) (t : ℝ) :
    ∑ x, w x * transfer f a b t x = ∑ x, w x * f x + t * (w a - w b) := by
  have h : ∀ x, w x * transfer f a b t x = w x * f x +
      ((if x = a then t * w x else 0) - (if x = b then t * w x else 0)) := by
    intro x
    unfold transfer
    split_ifs <;> ring
  simp only [h, sum_add_distrib, sum_sub_distrib, sum_ite_eq', mem_univ, if_true]
  ring

/-- The energy along a charge transfer is a quadratic in the charge, with curvature
proportional to `W`. -/
theorem energy_transfer (e : Fin n → ℝ) (W : ℝ) (f : Fin n × Bool → ℝ)
    (a b : Fin n × Bool) (t : ℝ) :
    energy e W (transfer f a b t) = energy e W f
      + t * (e a.1 - e b.1 + W * netSpin f * (spinSign a.2 - spinSign b.2))
      + W * (t * (spinSign a.2 - spinSign b.2)) ^ 2 / 2 := by
  -- both parts of the energy are built from weighted sums over spin orbitals
  have hb : ∀ g : Fin n × Bool → ℝ,
      energy e W g = ∑ x, e x.1 * g x + W * netSpin g ^ 2 / 2 := by
    intro g
    simp only [energy, Fintype.sum_prod_type, Fintype.sum_bool, mul_add]
  have hs : ∀ g : Fin n × Bool → ℝ, netSpin g = ∑ x, spinSign x.2 * g x := by
    intro g
    simp only [netSpin, Fintype.sum_prod_type, Fintype.sum_bool, spinSign]
    exact sum_congr rfl fun i _ => by ring
  have h1 : ∑ x, e x.1 * transfer f a b t x = ∑ x, e x.1 * f x + t * (e a.1 - e b.1) :=
    sum_transfer (fun x => e x.1) f a b t
  have h2 : netSpin (transfer f a b t)
      = netSpin f + t * (spinSign a.2 - spinSign b.2) := by
    rw [hs (transfer f a b t), hs f]
    exact sum_transfer (fun x => spinSign x.2) f a b t
  rw [hb (transfer f a b t), hb f, h1, h2]
  ring

/-- Moving charge between two different spin orbitals keeps the occupations admissible, if the
charge is non-negative, available in the source and fits into the target. -/
theorem admissible_transfer {f : Fin n × Bool → ℝ} (hf : Admissible N f)
    {a b : Fin n × Bool} (hab : a ≠ b) {t : ℝ} (ht : 0 ≤ t) (hta : t ≤ 1 - f a)
    (htb : t ≤ f b) : Admissible N (transfer f a b t) := by
  obtain ⟨ha0, ha1⟩ := hf.1 a
  obtain ⟨hb0, hb1⟩ := hf.1 b
  constructor
  · intro x
    obtain ⟨hx0, hx1⟩ := hf.1 x
    unfold transfer
    split_ifs with h1 h2 h2
    · exact absurd (h1.symm.trans h2) hab
    · rw [h1]
      constructor <;> linarith
    · rw [h2]
      constructor <;> linarith
    · constructor <;> linarith
  · have h := sum_transfer (fun _ => 1) f a b t
    simp only [one_mul, sub_self, mul_zero, add_zero] at h
    rw [h, hf.2]

/-- If all occupations lie between 0 and 1 and their total is an integer, a fractional occupation
never comes alone. -/
theorem exists_second_fractional {f : Fin n × Bool → ℝ} (hf : Admissible N f)
    {a : Fin n × Bool} (ha : 0 < f a ∧ f a < 1) : ∃ b, a ≠ b ∧ 0 < f b ∧ f b < 1 := by
  by_contra hno
  have h01 : ∀ x ∈ univ.erase a, f x = if f x = 1 then 1 else 0 := by
    intro x hx
    split_ifs with h
    · exact h
    · by_contra h0
      exact hno ⟨x, (ne_of_mem_erase hx).symm, lt_of_le_of_ne (hf.1 x).1 (Ne.symm h0),
        lt_of_le_of_ne (hf.1 x).2 h⟩
  -- the other spin orbitals would hold a whole number of electrons
  have hsum := add_sum_erase univ f (mem_univ a)
  rw [sum_congr rfl h01, sum_boole, hf.2] at hsum
  set k := ((univ.erase a).filter fun x => f x = 1).card
  have h1 : (k : ℝ) < (N : ℝ) := by linarith [ha.1]
  have h2 : (N : ℝ) < (k : ℝ) + 1 := by linarith [ha.2]
  have h3 : k < N := by exact_mod_cast h1
  have h4 : N < k + 1 := by exact_mod_cast h2
  omega

/-- If some occupation in an admissible filling is fractional, there are two fractional spin
orbitals between which charge can move without raising the energy to first order. -/
theorem exists_downhill_pair (e : Fin n → ℝ) (W : ℝ) {f : Fin n × Bool → ℝ}
    (hf : Admissible N f) {a : Fin n × Bool} (ha : 0 < f a ∧ f a < 1) :
    ∃ b c, b ≠ c ∧ (0 < f b ∧ f b < 1) ∧ (0 < f c ∧ f c < 1) ∧
      e b.1 - e c.1 + W * netSpin f * (spinSign b.2 - spinSign c.2) ≤ 0 := by
  obtain ⟨b, hab, hb⟩ := exists_second_fractional hf ha
  rcases le_total (e a.1 - e b.1 + W * netSpin f * (spinSign a.2 - spinSign b.2)) 0 with h | h
  · exact ⟨a, b, hab, ha, hb, h⟩
  · exact ⟨b, a, hab.symm, hb, ha, by linarith⟩

/-- For `W ≤ 0`, any admissible occupations can be replaced by integer ones with the same
number of electrons and no higher energy. -/
theorem exists_integer_le (e : Fin n → ℝ) {W : ℝ} (hW : W ≤ 0) {f : Fin n × Bool → ℝ}
    (hf : Admissible N f) :
    ∃ g, Admissible N g ∧ IntegerOccupied g ∧ energy e W g ≤ energy e W f := by
  -- induction on a bound for the number of fractional occupations
  have key : ∀ (k : ℕ) (f : Fin n × Bool → ℝ), Admissible N f →
      (univ.filter fun x => 0 < f x ∧ f x < 1).card < k →
      ∃ g, Admissible N g ∧ IntegerOccupied g ∧ energy e W g ≤ energy e W f := by
    intro k
    induction k with
    | zero => intro f _ h; exact absurd h (Nat.not_lt_zero _)
    | succ k ih =>
      intro f hf hk
      by_cases hfrac : ∃ a, 0 < f a ∧ f a < 1
      · obtain ⟨a₀, ha₀⟩ := hfrac
        obtain ⟨a, b, hab, ha, hb, hL⟩ := exists_downhill_pair e W hf ha₀
        -- move charge until the target is full or the source is empty
        obtain ⟨t, ht, hta, htb, hend⟩ :
            ∃ t : ℝ, 0 < t ∧ t ≤ 1 - f a ∧ t ≤ f b ∧ (t = 1 - f a ∨ t = f b) := by
          rcases le_total (1 - f a) (f b) with h | h
          · exact ⟨1 - f a, by linarith [ha.2], le_rfl, h, Or.inl rfl⟩
          · exact ⟨f b, hb.1, h, le_rfl, Or.inr rfl⟩
        have ga : transfer f a b t a = f a + t := by
          unfold transfer
          rw [if_neg hab, if_pos rfl]
          ring
        have gb : transfer f a b t b = f b - t := by
          unfold transfer
          rw [if_neg hab.symm, if_pos rfl]
          ring
        have hsub : (univ.filter fun x => 0 < transfer f a b t x ∧ transfer f a b t x < 1)
            ⊆ univ.filter fun x => 0 < f x ∧ f x < 1 := by
          intro x hx
          simp only [mem_filter, mem_univ, true_and] at hx ⊢
          by_cases xa : x = a
          · rw [xa]; exact ha
          by_cases xb : x = b
          · rw [xb]; exact hb
          have gx : transfer f a b t x = f x := by
            unfold transfer
            rw [if_neg xa, if_neg xb]
            ring
          rw [gx] at hx
          exact hx
        have hlt := card_lt_card ((ssubset_iff_of_subset hsub).2 (by
          rcases hend with h | h
          · refine ⟨a, by simpa using ha, fun hm => ?_⟩
            have h1 := (mem_filter.1 hm).2.2
            rw [ga] at h1
            linarith
          · refine ⟨b, by simpa using hb, fun hm => ?_⟩
            have h1 := (mem_filter.1 hm).2.1
            rw [gb] at h1
            linarith))
        obtain ⟨g, hg, hgi, hge⟩ :=
          ih _ (admissible_transfer hf hab ht.le hta htb) (by omega)
        refine ⟨g, hg, hgi, hge.trans ?_⟩
        rw [energy_transfer]
        have h1 := mul_nonneg ht.le (neg_nonneg.2 hL)
        have h2 := mul_nonneg (neg_nonneg.2 hW)
          (sq_nonneg (t * (spinSign a.2 - spinSign b.2)))
        linarith
      · refine ⟨f, hf, fun x => ?_, le_rfl⟩
        rcases eq_or_lt_of_le (hf.1 x).1 with h0 | h0
        · exact Or.inl h0.symm
        · exact Or.inr (le_antisymm (hf.1 x).2 (not_lt.1 fun h1 => hfrac ⟨x, h0, h1⟩))
  exact key _ f hf (Nat.lt_succ_self _)

/-- For `W ≤ 0` and at most `2 n` electrons, the energy attains its minimum over all admissible
occupations at occupations that are all 0 or 1. -/
theorem exists_integer_minimizer (e : Fin n → ℝ) {W : ℝ} (hW : W ≤ 0) (hN : N ≤ 2 * n) :
    ∃ g, Admissible N g ∧ IntegerOccupied g ∧
      ∀ f, Admissible N f → energy e W g ≤ energy e W f := by
  -- there are finitely many integer configurations
  have hfin : {g : Fin n × Bool → ℝ | Admissible N g ∧ IntegerOccupied g}.Finite := by
    refine (Set.Finite.pi' (fun _ : Fin n × Bool => Set.toFinite ({0, 1} : Set ℝ))).subset ?_
    intro g hg x
    simpa using hg.2 x
  -- and at least one, obtained by filling any `N` spin orbitals
  have hne : {g : Fin n × Bool → ℝ | Admissible N g ∧ IntegerOccupied g}.Nonempty := by
    have hc : N ≤ (univ : Finset (Fin n × Bool)).card := by
      rw [card_univ, Fintype.card_prod, Fintype.card_fin, Fintype.card_bool]
      omega
    obtain ⟨s, _, hs⟩ := exists_subset_card_eq hc
    refine ⟨fun x => if x ∈ s then 1 else 0, ⟨fun x => ?_, ?_⟩, fun x => ?_⟩
    · dsimp only
      split_ifs <;> norm_num
    · simp [hs]
    · dsimp only
      split_ifs <;> norm_num
  obtain ⟨g, hg, hmin⟩ := Set.exists_min_image _ (energy e W) hfin hne
  refine ⟨g, hg.1, hg.2, fun f hf => ?_⟩
  obtain ⟨h, hh, hhi, hle⟩ := exists_integer_le e hW hf
  exact (hmin h ⟨hh, hhi⟩).trans hle

/-- For `W < 0` and spatial levels of pairwise different energy, every minimiser of the energy
among admissible occupations has all occupations equal to 0 or 1. -/
theorem minimizer_integer {e : Fin n → ℝ} (he : Function.Injective e) {W : ℝ} (hW : W < 0)
    {f : Fin n × Bool → ℝ} (hf : Admissible N f)
    (hmin : ∀ g, Admissible N g → energy e W f ≤ energy e W g) : IntegerOccupied f := by
  intro x
  by_contra hx
  have hx' : 0 < f x ∧ f x < 1 :=
    ⟨lt_of_le_of_ne (hf.1 x).1 fun h => hx (Or.inl h.symm),
      lt_of_le_of_ne (hf.1 x).2 fun h => hx (Or.inr h)⟩
  obtain ⟨a, b, hab, ha, hb, hL⟩ := exists_downhill_pair e W hf hx'
  obtain ⟨t, ht, hta, htb⟩ : ∃ t : ℝ, 0 < t ∧ t ≤ 1 - f a ∧ t ≤ f b :=
    ⟨min (1 - f a) (f b), lt_min (by linarith [ha.2]) hb.1, min_le_left _ _, min_le_right _ _⟩
  have hE := hmin _ (admissible_transfer hf hab ht.le hta htb)
  rw [energy_transfer] at hE
  by_cases hs : a.2 = b.2
  · -- equal spins: the two levels differ, so the slope is strictly negative
    have hne : e a.1 ≠ e b.1 := fun h => hab (Prod.ext (he h) hs)
    rw [hs, sub_self] at hL hE
    have hlt : e a.1 < e b.1 := lt_of_le_of_ne (by linarith) hne
    have h1 := mul_pos ht (sub_pos.2 hlt)
    linarith
  · -- opposite spins: the curvature is strictly negative
    have hq : ∀ σ τ : Bool, σ ≠ τ → (spinSign σ - spinSign τ) ^ 2 = 4 := by
      rintro (_ | _) (_ | _) h
      · exact absurd rfl h
      · norm_num [spinSign]
      · norm_num [spinSign]
      · exact absurd rfl h
    have h1 := mul_nonneg ht.le (neg_nonneg.2 hL)
    have h2 : W * (t * (spinSign a.2 - spinSign b.2)) ^ 2 < 0 := by
      rw [mul_pow, hq _ _ hs]
      exact mul_neg_of_neg_of_pos hW (by positivity)
    linarith

/-- For `W > 0`, one level and one electron, the occupations one half and one half are admissible
and lie strictly below all integer occupations in energy. -/
theorem half_filling_below_integer (e : Fin 1 → ℝ) {W : ℝ} (hW : 0 < W) :
    Admissible 1 (fun _ : Fin 1 × Bool => (1 / 2 : ℝ)) ∧
      ∀ g, Admissible 1 g → IntegerOccupied g →
        energy e W (fun _ => 1 / 2) < energy e W g := by
  refine ⟨⟨fun _ => by norm_num, by norm_num [Fintype.sum_prod_type]⟩, fun g hg hi => ?_⟩
  have hE : ∀ f : Fin 1 × Bool → ℝ, energy e W f =
      e 0 * (f (0, true) + f (0, false)) + W * (f (0, true) - f (0, false)) ^ 2 / 2 := by
    intro f
    simp [energy, netSpin]
  have hs : g (0, true) + g (0, false) = 1 := by
    simpa [Fintype.sum_prod_type] using hg.2
  have hp : (g (0, true) - g (0, false)) ^ 2 = 1 := by
    have h1 : g (0, true) = 1 - g (0, false) := by linarith
    rcases hi (0, false) with h | h <;> rw [h1, h] <;> norm_num
  rw [hE (fun _ => 1 / 2), hE g, hs, hp]
  linarith

end

end SpinPolarizedTightBinding
```

```lean
#print axioms SpinPolarizedTightBinding.exists_integer_minimizer
#print axioms SpinPolarizedTightBinding.minimizer_integer
#print axioms SpinPolarizedTightBinding.half_filling_below_integer
```

```
'SpinPolarizedTightBinding.exists_integer_minimizer' depends on axioms: [propext, Classical.choice, Quot.sound]
'SpinPolarizedTightBinding.minimizer_integer' depends on axioms: [propext, Classical.choice, Quot.sound]
'SpinPolarizedTightBinding.half_filling_below_integer' depends on axioms: [propext, Classical.choice, Quot.sound]
```

`sum_transfer` computes how any weighted sum of occupations changes under a transfer. `energy_transfer` uses it twice, with the level energies and with the spin signs as weights, and `ring` then expands the square into the formula for E(t). `admissible_transfer` checks the bounds and the particle number.

`exists_second_fractional` is the counting argument: assuming no second fractional orbital, it obtains k < N < k + 1 in the natural numbers, which `omega` refutes. `exists_downhill_pair` picks the direction, with `le_total` deciding the sign of L.

`exists_integer_le` carries out the repetition, as an induction on a bound for the number of fractional occupations. A second `le_total` decides whether a fills or b empties first. `hsub` shows that no new fractional orbital appears, and `card_lt_card` that one has gone. The final `linarith` adds the two non-positive energy changes. `exists_integer_minimizer` then takes the lowest of the finite, non-empty set of integer fillings with `Set.exists_min_image`.

`minimizer_integer` goes further when W < 0 and the spatial levels are pairwise different: every minimiser is then integer. It takes a fractional minimiser and lowers its energy strictly. Between equal spins Δs = 0, and the distinct levels make L negative. Between opposite spins (Δs)² = 4, so the quadratic term is 2Wt² < 0. Some condition on degeneracy is needed here, as a short calculation outside the file shows: one up electron shared equally by two degenerate levels has the same energy, e_0 + W/2, as when it sits in one of them, and for W < 0 that is the minimum.

`half_filling_below_integer` is the example with positive W, for any level energy.
